# With Bloch phases taken from cell positions, the force-constant dynamical matrix is periodic in the reciprocal lattice

`dynMatrix_periodic` states that D(q + G) = D(q) whenever G·R is an integer multiple of 2π for every lattice vector R. Here D(q) is the Fourier sum of real interatomic force constants, without mass weighting, and its phases exp(i q·R) depend on the cell's position and not on the atom's place within the cell. The force constants are assumed to be invariant under lattice translations and of finite range, so each block of D(q) is a finite sum. The attempt first proves, as `hb`, that each Bloch phase is unchanged by adding G, then unfolds the matrix and rewrites the phases inside the sums.

As first written in Lean, the proof fails:

```lean
import Mathlib

open Matrix

namespace DynamicalMatrixSymmetry

noncomputable section

/-- Interatomic force constants `Φ R k R' k'` between atom `k` in cell `R` and atom `k'` in
cell `R'`: real `d × d` blocks, invariant under lattice translations and of finite range. -/
structure ForceConstants (d : ℕ) (Λ κ : Type*) [AddCommGroup Λ] where
  Φ : Λ → κ → Λ → κ → Matrix (Fin d) (Fin d) ℝ
  translation : ∀ T R k R' k', Φ (R + T) k (R' + T) k' = Φ R k R' k'
  finite_range : ∀ k k', Set.Finite {R : Λ | Φ 0 k R k' ≠ 0}

variable {d : ℕ} {Λ κ : Type*} [AddCommGroup Λ]

/-- The Bloch phase `exp(i q·R)`. -/
def bloch (r : Λ →+ (Fin d → ℝ)) (q : Fin d → ℝ) (R : Λ) : ℂ :=
  Complex.exp (Complex.I * ((q ⬝ᵥ r R : ℝ) : ℂ))

/-- A real matrix read as a complex one. -/
abbrev cM : Matrix (Fin d) (Fin d) ℝ →+* Matrix (Fin d) (Fin d) ℂ :=
  Complex.ofRealHom.mapMatrix

/-- The block `D(q)_kk' = ∑_R Φ(0,k;R,k') exp(i q·R)`, summed over the range of the forces. -/
def dynBlock (r : Λ →+ (Fin d → ℝ)) (F : ForceConstants d Λ κ) (q : Fin d → ℝ) (k k' : κ) :
    Matrix (Fin d) (Fin d) ℂ :=
  ∑ R ∈ (F.finite_range k k').toFinset, bloch r q R • cM (F.Φ 0 k R k')

/-- The full matrix `D(q)`, indexed by atom and Cartesian direction. -/
def dynMatrix (r : Λ →+ (Fin d → ℝ)) (F : ForceConstants d Λ κ) (q : Fin d → ℝ) :
    Matrix (κ × Fin d) (κ × Fin d) ℂ :=
  fun a b => dynBlock r F q a.1 b.1 a.2 b.2

variable {r : Λ →+ (Fin d → ℝ)} {F : ForceConstants d Λ κ} {S : Matrix (Fin d) (Fin d) ℝ}
  {σ : Λ ≃+ Λ} {π : Equiv.Perm κ} {L : κ → Λ}

variable [Fintype κ] [DecidableEq κ]

omit [Fintype κ] [DecidableEq κ] in
/-- `D(q + G) = D(q)` for every reciprocal lattice vector `G`. -/
theorem dynMatrix_periodic (q G : Fin d → ℝ)
    (hG : ∀ R, ∃ n : ℤ, G ⬝ᵥ r R = 2 * Real.pi * n) :
    dynMatrix r F (q + G) = dynMatrix r F q := by
  have hb : ∀ R, bloch r (q + G) R = bloch r q R := by
    intro R
    obtain ⟨n, hn⟩ := hG R
    refine Complex.exp_eq_exp_iff_exists_int.mpr ⟨n, ?_⟩
    rw [add_dotProduct, hn]
    push_cast
    ring
  unfold dynMatrix dynBlock
  simp only [hb]

end

end DynamicalMatrixSymmetry
```

Messages:

```
Main.lean:45:47: error: unsolved goals
d : ℕ
Λ : Type u_1
κ : Type u_2
inst✝ : AddCommGroup Λ
r : Λ →+ Fin d → ℝ
F : ForceConstants d Λ κ
q G : Fin d → ℝ
hG : ∀ (R : Λ), ∃ n, G ⬝ᵥ r R = 2 * Real.pi * ↑n
hb : ∀ (R : Λ), bloch r (q + G) R = bloch r q R
⊢ (fun a b => (∑ x ∈ ⋯.toFinset, bloch r q x • cM (F.Φ 0 a.1 x b.1)) a.2 b.2) = fun a b =>
    (∑ x ∈ ⋯.toFinset, bloch r q x • cM (F.Φ 0 a.1 x b.1)) a.2 b.2
```

What went wrong. The error reports a goal left open at the end of the proof. `hb` is proved, and `simp only [hb]` has done its rewriting: both sides of the remaining goal now contain `bloch r q x` and read the same. What failed is the last step, closing the equation by reflexivity. Unfolding `dynMatrix` left an equation whose type is still `Matrix (κ × Fin d) (κ × Fin d) ℂ`, but whose two sides are bare functions `fun a b => …`, with a function type. The two types agree only once the definition `Matrix` is unfolded. `simp only` closes such a goal with the lemma `eq_self`, and in matching that lemma it does not unfold `Matrix`, so the match fails and the goal stays open.

The repair never asks `simp` to close an equation between bare functions at a matrix type. The new `hblock` proves equality one block at a time: after `unfold dynBlock` both sides are sums of matrices, `Finset.sum_congr rfl` keeps the index set and leaves the equality of the summands, and `rw [hb]` rewrites the phase and closes it by reflexivity. Then `ext a b` reduces the full matrix equation to its entries, which are complex numbers, and the two uses of `congrFun` apply the block equality to the Cartesian indices `a.2` and `b.2`, which gives the required entry.

As a diff, the version that Lean accepts:

```diff
@@ -51,6 +51,10 @@
     push_cast
     ring
-  unfold dynMatrix dynBlock
-  simp only [hb]
+  have hblock : ∀ k k', dynBlock r F (q + G) k k' = dynBlock r F q k k' := by
+    intro k k'
+    unfold dynBlock
+    exact Finset.sum_congr rfl fun R _ => by rw [hb]
+  ext a b
+  exact congrFun (congrFun (hblock a.1 b.1) a.2) b.2
 
 end
```
